# For 0 < x ≤ 1 and |a| ≤ 1, (x cos(xa) − sin x)/x³ lies within x of 1/6 − a²/2

The theorem `cubic_remainder` takes real numbers a and x with |a| ≤ 1 and 0 < x ≤ 1, and states that (x cos(xa) − sin x)/x³ differs from 1/6 − a²/2 by at most x. It is an explicit error bound for a small-x expansion of trigonometric functions, and its statement involves no particular physical system. The attempt replaces the cosine and the sine by their Taylor polynomials, of degree two and three, and bounds the two errors with Mathlib's `Real.cos_bound` and `Real.sin_bound`. After multiplying through by x³, it has to show that the combined error is at most x⁴ in absolute value, and it leaves the two sides of that inequality to `linarith`.

Lean 4 with Mathlib refuses this proof:

```lean
import Mathlib

open Filter Topology
open scoped Real

namespace CubicRemainder

noncomputable section

/-- For `0 < x ≤ 1` and `|a| ≤ 1`, the ratio `(x cos(xa) - sin x)/x³` differs from
`1/6 - a²/2` by at most `x`. -/
theorem cubic_remainder {a x : ℝ} (ha : |a| ≤ 1) (hx : 0 < x) (hx1 : x ≤ 1) :
    |(x * Real.cos (x * a) - Real.sin x) / x ^ 3 - (1 / 6 - a ^ 2 / 2)| ≤ x := by
  have hxa : |x * a| ≤ x := by
    rw [abs_mul, abs_of_pos hx]
    exact mul_le_of_le_one_right hx.le ha
  have hs := Real.sin_bound (x := x) (by rwa [abs_of_pos hx])
  have hc := Real.cos_bound (hxa.trans hx1)
  rw [abs_of_pos hx] at hs
  have h4 : |x * a| ^ 4 ≤ x ^ 4 := pow_le_pow_left₀ (abs_nonneg _) hxa 4
  have hP : |x * (Real.cos (x * a) - (1 - (x * a) ^ 2 / 2))| ≤
      |Real.cos (x * a) - (1 - (x * a) ^ 2 / 2)| := by
    rw [abs_mul, abs_of_pos hx]
    exact mul_le_of_le_one_left (abs_nonneg _) hx1
  have e : (x * Real.cos (x * a) - Real.sin x) / x ^ 3 - (1 / 6 - a ^ 2 / 2) =
      (x * (Real.cos (x * a) - (1 - (x * a) ^ 2 / 2)) -
        (Real.sin x - (x - x ^ 3 / 6))) / x ^ 3 := by
    field_simp
    ring
  have hx4 : 0 < x ^ 4 := by positivity
  rw [e, abs_div, abs_of_pos (pow_pos hx 3), div_le_iff₀ (pow_pos hx 3),
    show x * x ^ 3 = x ^ 4 by ring]
  have b1 := abs_le.1 (hP.trans hc)
  have b2 := abs_le.1 hs
  exact abs_le.2 ⟨by linarith [b1.1, b2.2], by linarith [b1.2, b2.1]⟩

end

end CubicRemainder
```

The compiler's answer:

```
Main.lean:35:21: error: linarith failed to find a contradiction
a x : ℝ
ha : |a| ≤ 1
hx : 0 < x
hx1 : x ≤ 1
hxa : |x * a| ≤ x
hs : |Real.sin x - (x - x ^ 3 / 6)| ≤ x ^ 5 / 100
hc : |Real.cos (x * a) - (1 - (x * a) ^ 2 / 2)| ≤ |x * a| ^ 4 * (5 / 96)
h4 : |x * a| ^ 4 ≤ x ^ 4
hP : |x * (Real.cos (x * a) - (1 - (x * a) ^ 2 / 2))| ≤ |Real.cos (x * a) - (1 - (x * a) ^ 2 / 2)|
e :
  (x * Real.cos (x * a) - Real.sin x) / x ^ 3 - (1 / 6 - a ^ 2 / 2) =
    (x * (Real.cos (x * a) - (1 - (x * a) ^ 2 / 2)) - (Real.sin x - (x - x ^ 3 / 6))) / x ^ 3
hx4 : 0 < x ^ 4
b1 :
  -(|x * a| ^ 4 * (5 / 96)) ≤ x * (Real.cos (x * a) - (1 - (x * a) ^ 2 / 2)) ∧
    x * (Real.cos (x * a) - (1 - (x * a) ^ 2 / 2)) ≤ |x * a| ^ 4 * (5 / 96)
b2 : -(x ^ 5 / 100) ≤ Real.sin x - (x - x ^ 3 / 6) ∧ Real.sin x - (x - x ^ 3 / 6) ≤ x ^ 5 / 100
a✝ : x * (Real.cos (x * a) - (1 - (x * a) ^ 2 / 2)) - (Real.sin x - (x - x ^ 3 / 6)) < -x ^ 4
⊢ False
failed
Main.lean:35:47: error: linarith failed to find a contradiction
a x : ℝ
ha : |a| ≤ 1
hx : 0 < x
hx1 : x ≤ 1
hxa : |x * a| ≤ x
hs : |Real.sin x - (x - x ^ 3 / 6)| ≤ x ^ 5 / 100
hc : |Real.cos (x * a) - (1 - (x * a) ^ 2 / 2)| ≤ |x * a| ^ 4 * (5 / 96)
h4 : |x * a| ^ 4 ≤ x ^ 4
hP : |x * (Real.cos (x * a) - (1 - (x * a) ^ 2 / 2))| ≤ |Real.cos (x * a) - (1 - (x * a) ^ 2 / 2)|
e :
  (x * Real.cos (x * a) - Real.sin x) / x ^ 3 - (1 / 6 - a ^ 2 / 2) =
    (x * (Real.cos (x * a) - (1 - (x * a) ^ 2 / 2)) - (Real.sin x - (x - x ^ 3 / 6))) / x ^ 3
hx4 : 0 < x ^ 4
b1 :
  -(|x * a| ^ 4 * (5 / 96)) ≤ x * (Real.cos (x * a) - (1 - (x * a) ^ 2 / 2)) ∧
    x * (Real.cos (x * a) - (1 - (x * a) ^ 2 / 2)) ≤ |x * a| ^ 4 * (5 / 96)
b2 : -(x ^ 5 / 100) ≤ Real.sin x - (x - x ^ 3 / 6) ∧ Real.sin x - (x - x ^ 3 / 6) ≤ x ^ 5 / 100
a✝ : x ^ 4 < x * (Real.cos (x * a) - (1 - (x * a) ^ 2 / 2)) - (Real.sin x - (x - x ^ 3 / 6))
⊢ False
failed
```

Both messages say that `linarith` could not derive a contradiction from the negated goal, once for the lower bound and once for the upper. The cosine error is under control: it is at most (5/96)|xa|⁴, and `h4` bounds |xa|⁴ by x⁴. The sine error, however, is bounded in `hs` by x⁵/100, and nothing in the context gives an upper bound on x⁵ in terms of x⁴. That bound does follow from x ≤ 1, but only on multiplying by x⁴, and `linarith` does not look for such products. It treats x⁴ and x⁵ as unrelated quantities.

The repair adds the missing fact as `h5 : x ^ 5 ≤ x ^ 4`, proved by writing x⁵ as x⁴ · x and using `hx1`. The total error is then at most (5/96 + 1/100)x⁴, which is less than x⁴ because x⁴ is positive (`hx4`). Both `linarith` calls now succeed as they stand, since they pick up `h5` from the context.

This version goes through:

```diff
@@ -29,4 +29,7 @@
     ring
   have hx4 : 0 < x ^ 4 := by positivity
+  have h5 : x ^ 5 ≤ x ^ 4 := by
+    calc x ^ 5 = x ^ 4 * x := by ring
+      _ ≤ x ^ 4 := mul_le_of_le_one_right hx4.le hx1
   rw [e, abs_div, abs_of_pos (pow_pos hx 3), div_le_iff₀ (pow_pos hx 3),
     show x * x ^ 3 = x ^ 4 by ring]
```
